# Adding polarisable atoms never lowers a cluster's response if the enlarged cluster is stable

Let a cluster of polarisable atoms have stiffness matrix $A$ and sit in an applied field $e$. Its response is $e\cdot A^{-1}e$, the applied field contracted with the induced dipoles. Keep $e$ fixed on these atoms. Add atoms with stiffness $D$, coupling $B$ to the old ones, and field $f$. If the enlarged matrix
$$M=\begin{pmatrix}A&B\\B^{T}&D\end{pmatrix}$$
is real, symmetric and positive definite, then
$$(e,f)\cdot M^{-1}(e,f)\;\ge\;e\cdot A^{-1}e ,$$
with equality if and only if $f=B^{T}A^{-1}e$.

## Induced dipoles and their energy

Collect the Cartesian components of all induced dipoles in one vector $p$, and the components of the applied field at the atoms in $v$. In the linear point-dipole model the energy is
$$U(p)=\tfrac12\,p\cdot Mp-p\cdot v .$$
The diagonal block of $M$ belonging to a single atom is its inverse polarisability, which measures the cost of polarising it. The blocks linking two different atoms are the dipole–dipole couplings.

If $M$ is positive definite, $U$ has a unique minimum at $p=M^{-1}v$, where $U=-\tfrac12\,v\cdot M^{-1}v$. Call $R_M(v)=v\cdot M^{-1}v$ the response. When the field is uniform, this is the cluster polarisability contracted twice with the field. If $p\cdot Mp<0$ for some $p$, the energy is unbounded below. The threshold, where the lowest eigenvalue of $M$ falls to zero, is the polarisation catastrophe.

The equality condition also has a physical reading. The old atoms alone carry dipoles $a=A^{-1}e$, which produce the field $-B^{T}a$ at the new sites. Equality therefore means that the total field $f-B^{T}a$ there vanishes, so the new atoms have nothing to respond to.

The inequality concerns the total response. The old atoms' own share can fall: two atoms of unit stiffness with coupling $0<b<1$, each in a unit field, carry dipoles $1/(1+b)<1$.

## The inequality as a Lean statement

The main theorem is `response_le_response_cluster`. Its objects correspond to the physics as follows.

- The finite types `m` and `n` label the dipole components of the old and new atoms; `m ⊕ n` labels them all. An atom in three dimensions uses three labels.
- `cluster A B D` is $M$. The lower left block is `Bᵀ` by construction.
- `Stable M` says that $M$ is symmetric and that $p\cdot Mp>0$ for every $p\neq0$.
- `response M v` is $v\cdot M^{-1}v$, and `Sum.elim e f` is the combined field $(e,f)$. The symbols `⬝ᵥ` and `*ᵥ` are the dot product and the action of a matrix on a vector.

The only hypothesis is `Stable (cluster A B D)`. Stability of the old cluster and invertibility of both matrices follow from it. The fields `e` and `f` are arbitrary and need not be uniform. Any units will do in which stiffness times dipole is a field.

The model is static and linear, with finitely many atoms at fixed positions. The same `A` appears before and after the addition, so the newcomers do not alter the old atoms' polarisabilities or mutual couplings. Charge transfer and hyperpolarisability are absent.

For simulations with linear induced dipoles and a symmetric stiffness matrix, the result gives a diagnostic: if adding atoms lowers the total response, computed from fully converged dipoles, while the old atoms' stiffness matrix and the applied field on them stay the same, the enlarged matrix is not positive definite. The comparison does not apply if the added atoms carry permanent charges that change the field on the old ones.

## The response as a maximum

Define $W(p)=2\,p\cdot v-p\cdot Mp=-2U(p)$, which the Lean file calls `work`.

A positive definite $M$ is invertible, since $Mz=0$ with $z\ne0$ would give $z\cdot Mz=0$. Put $p_*=M^{-1}v$. By symmetry $p_*\cdot Mp=p\cdot Mp_*=p\cdot v$, hence
$$(p-p_*)\cdot M(p-p_*)=p\cdot Mp-2\,p\cdot v+p_*\cdot v=R_M(v)-W(p).$$
The left side is non-negative and vanishes only at $p=p_*$. So $W(p)\le R_M(v)$ for every $p$, with equality exactly when $Mp=v$.

## Leaving the new atoms unpolarised

The old cluster is itself stable, because $(p,0)\cdot M(p,0)=p\cdot Ap$. So $a=A^{-1}e$ is well defined and $Aa=e$. Take the trial dipoles $(a,0)$. Then
$$M(a,0)=(Aa,\,B^{T}a)=(e,\,B^{T}a),$$
$$W(a,0)=2\,a\cdot e-a\cdot e=a\cdot e=R_A(e).$$
The maximum is at least this trial value, so $R_M(e,f)\ge R_A(e)$. Equality holds exactly when $M(a,0)=(e,f)$, that is, when $f=B^{T}a$.

## The size of the gain

Let $(p,q)=M^{-1}(e,f)$ be the equilibrium dipoles of the enlarged cluster. The old atoms obey $Ap+Bq=e$. Taking the dot product with $a$ and using $a\cdot Ap=p\cdot Aa=p\cdot e$ gives
$$a\cdot e=p\cdot e+(B^{T}a)\cdot q .$$
Therefore
$$R_M(e,f)=e\cdot p+f\cdot q=R_A(e)+(f-B^{T}a)\cdot q .$$
The gain is the total field at the new sites when only the old atoms are polarised, contracted with the dipoles that the new atoms finally carry.

## Two atoms beyond the catastrophe

Take two atoms of unit stiffness with one dipole component each and coupling $b$. For equal isotropic atoms of polarisability $\alpha$ at distance $r$, with dipoles along the line joining them and stiffness measured in units of $1/\alpha$, $b=-2\alpha/r^3$ in Gaussian units. The quadratic form is
$$x^2+2bxy+y^2=(x+by)^2+(1-b^2)y^2 .$$
It is positive for all nonzero $(x,y)$ if and only if $b^2<1$; the dipoles $(-b,1)$ give the value $1-b^2$.

If $b^2>1$ the matrix is still invertible:
$$\begin{pmatrix}1&b\\b&1\end{pmatrix}^{-1}=\frac1{1-b^2}\begin{pmatrix}1&-b\\-b&1\end{pmatrix}.$$
The response to the field $(1,0)$ is then $1/(1-b^2)<0$, whereas the first atom alone has response $1$. Each atom is stable by itself, so stability of the separate parts is not enough for the inequality.

## The complete Lean file

```lean
import Mathlib

open Matrix

namespace PolarisableCluster

noncomputable section

variable {m n : Type*} [Fintype m] [DecidableEq m] [Fintype n] [DecidableEq n]

/-- A stiffness matrix is stable if it is symmetric and every nonzero set of dipoles
costs positive energy. -/
def Stable (M : Matrix n n ℝ) : Prop :=
  M.IsSymm ∧ ∀ p : n → ℝ, p ≠ 0 → 0 < p ⬝ᵥ M *ᵥ p

/-- The response to a field `v`: the field contracted with the dipoles `M⁻¹ v`. -/
def response (M : Matrix n n ℝ) (v : n → ℝ) : ℝ := v ⬝ᵥ M⁻¹ *ᵥ v

/-- Minus twice the energy `p·Mp/2 - p·v` of dipoles `p` in the field `v`. -/
def work (M : Matrix n n ℝ) (v p : n → ℝ) : ℝ := 2 * (p ⬝ᵥ v) - p ⬝ᵥ M *ᵥ p

/-- The stiffness matrix of old atoms `A` and new atoms `D` with dipole coupling `B`. -/
def cluster (A : Matrix m m ℝ) (B : Matrix m n ℝ) (D : Matrix n n ℝ) :
    Matrix (m ⊕ n) (m ⊕ n) ℝ := fromBlocks A B Bᵀ D

omit [DecidableEq n] in
/-- Reciprocity: a symmetric stiffness couples two sets of dipoles the same way in either order. -/
theorem reciprocity {M : Matrix n n ℝ} (h : M.IsSymm) (x y : n → ℝ) :
    x ⬝ᵥ M *ᵥ y = y ⬝ᵥ M *ᵥ x := by
  rw [Matrix.dotProduct_mulVec, ← Matrix.mulVec_transpose, h.eq, dotProduct_comm]

/-- A stable stiffness matrix has an invertible determinant. -/
theorem Stable.isUnit_det {M : Matrix n n ℝ} (h : Stable M) : IsUnit M.det := by
  rw [isUnit_iff_ne_zero]
  intro h0
  obtain ⟨v, hv, hMv⟩ := Matrix.exists_mulVec_eq_zero_iff.2 h0
  have hpos := h.2 v hv
  rw [hMv, dotProduct_zero] at hpos
  exact lt_irrefl _ hpos

/-- In a stable cluster the dipoles `M⁻¹ v` balance the field `v`. -/
theorem Stable.balance {M : Matrix n n ℝ} (h : Stable M) (v : n → ℝ) :
    M *ᵥ (M⁻¹ *ᵥ v) = v := by
  rw [Matrix.mulVec_mulVec, Matrix.mul_nonsing_inv _ h.isUnit_det, Matrix.one_mulVec]

/-- For a stable stiffness matrix, `work` never exceeds the response, and the two are equal exactly
when the dipoles balance the field. -/
theorem work_le_response {M : Matrix n n ℝ} (h : Stable M) (v p : n → ℝ) :
    work M v p ≤ response M v ∧ (response M v = work M v p ↔ M *ᵥ p = v) := by
  -- complete the square around the equilibrium dipoles
  have key : response M v - work M v p
      = (p - M⁻¹ *ᵥ v) ⬝ᵥ M *ᵥ (p - M⁻¹ *ᵥ v) := by
    have h1 := reciprocity h.1 (M⁻¹ *ᵥ v) p
    rw [h.balance v] at h1
    have h2 : response M v = (M⁻¹ *ᵥ v) ⬝ᵥ v := dotProduct_comm _ _
    rw [Matrix.mulVec_sub, h.balance v, sub_dotProduct, dotProduct_sub, dotProduct_sub,
      h1, h2, work]
    ring
  by_cases hp : p - M⁻¹ *ᵥ v = 0
  · rw [hp, zero_dotProduct] at key
    have hb : M *ᵥ p = v := by
      rw [sub_eq_zero.1 hp]
      exact h.balance v
    exact ⟨by linarith, fun _ => hb, fun _ => by linarith⟩
  · have hpos := h.2 _ hp
    refine ⟨by linarith, fun he => ?_, fun hv => ?_⟩
    · exfalso
      linarith
    · exfalso
      apply hp
      rw [← hv, Matrix.mulVec_mulVec, Matrix.nonsing_inv_mul _ h.isUnit_det,
        Matrix.one_mulVec, sub_self]

omit [DecidableEq m] [DecidableEq n] in
/-- The old atoms of a stable cluster are stable on their own. -/
theorem Stable.old_atoms {A : Matrix m m ℝ} {B : Matrix m n ℝ} {D : Matrix n n ℝ}
    (h : Stable (cluster A B D)) : Stable A := by
  refine ⟨?_, fun p hp => ?_⟩
  · ext i j
    exact congrFun (congrFun h.1.eq (Sum.inl i)) (Sum.inl j)
  · have hne : (Sum.elim p 0 : m ⊕ n → ℝ) ≠ 0 := fun h0 =>
      hp (funext fun i => congrFun h0 (Sum.inl i))
    have hpos := h.2 _ hne
    simpa [cluster, Matrix.fromBlocks_mulVec, dotProduct, Fintype.sum_sum_type] using hpos

/-- Adding polarisable atoms to give a stable cluster never lowers the response, and leaves it
unchanged exactly when the field on the new atoms is `f = Bᵀ A⁻¹ e`. -/
theorem response_le_response_cluster {A : Matrix m m ℝ} {B : Matrix m n ℝ}
    {D : Matrix n n ℝ} (h : Stable (cluster A B D)) (e : m → ℝ) (f : n → ℝ) :
    response A e ≤ response (cluster A B D) (Sum.elim e f) ∧
      (response (cluster A B D) (Sum.elim e f) = response A e ↔
        f = Bᵀ *ᵥ (A⁻¹ *ᵥ e)) := by
  have ha := h.old_atoms.balance e
  have hr : response A e = (A⁻¹ *ᵥ e) ⬝ᵥ e := dotProduct_comm _ _
  generalize A⁻¹ *ᵥ e = a at ha hr ⊢
  -- trial dipoles: old atoms as before, new atoms unpolarised
  have hM : cluster A B D *ᵥ Sum.elim a 0 = Sum.elim e (Bᵀ *ᵥ a) := by
    simp [cluster, Matrix.fromBlocks_mulVec, ha]
  have hdot : ∀ g : n → ℝ, (Sum.elim a 0 : m ⊕ n → ℝ) ⬝ᵥ Sum.elim e g = a ⬝ᵥ e := by
    intro g
    simp [dotProduct, Fintype.sum_sum_type]
  have hw : work (cluster A B D) (Sum.elim e f) (Sum.elim a 0) = response A e := by
    rw [work, hM, hdot, hdot, hr]
    ring
  have key := work_le_response h (Sum.elim e f) (Sum.elim a 0)
  rw [hw, hM] at key
  refine ⟨key.1, key.2.trans ⟨fun h1 => ?_, fun h1 => by rw [h1]⟩⟩
  exact funext fun j => (congrFun h1 (Sum.inr j)).symm

/-- The gain in response is the field `f - Bᵀ A⁻¹ e` contracted with the dipoles induced
on the new atoms. -/
theorem response_cluster_eq {A : Matrix m m ℝ} {B : Matrix m n ℝ} {D : Matrix n n ℝ}
    (h : Stable (cluster A B D)) (e : m → ℝ) (f : n → ℝ) :
    response (cluster A B D) (Sum.elim e f) = response A e +
      (f - Bᵀ *ᵥ (A⁻¹ *ᵥ e)) ⬝ᵥ (((cluster A B D)⁻¹ *ᵥ Sum.elim e f) ∘ Sum.inr) := by
  have hx := h.balance (Sum.elim e f)
  have ha := h.old_atoms.balance e
  unfold response
  generalize (cluster A B D)⁻¹ *ᵥ Sum.elim e f = x at hx ⊢
  generalize A⁻¹ *ᵥ e = a at ha ⊢
  -- force balance on the old atoms
  have hp : A *ᵥ (x ∘ Sum.inl) + B *ᵥ (x ∘ Sum.inr) = e := by
    have h0 := congrArg (fun g => g ∘ Sum.inl) hx
    simpa only [cluster, Matrix.fromBlocks_mulVec, Sum.elim_comp_inl] using h0
  have h1 : Sum.elim e f ⬝ᵥ x = e ⬝ᵥ (x ∘ Sum.inl) + f ⬝ᵥ (x ∘ Sum.inr) := by
    simp [dotProduct, Fintype.sum_sum_type]
  have h2 := reciprocity h.old_atoms.1 a (x ∘ Sum.inl)
  rw [ha, dotProduct_comm (x ∘ Sum.inl) e] at h2
  have h3 : a ⬝ᵥ A *ᵥ (x ∘ Sum.inl) + a ⬝ᵥ B *ᵥ (x ∘ Sum.inr) = e ⬝ᵥ a := by
    rw [← dotProduct_add, hp, dotProduct_comm]
  have h4 : (Bᵀ *ᵥ a) ⬝ᵥ (x ∘ Sum.inr) = a ⬝ᵥ B *ᵥ (x ∘ Sum.inr) := by
    rw [Matrix.mulVec_transpose, ← Matrix.dotProduct_mulVec]
  rw [h1, sub_dotProduct, h4]
  linarith

/-- Two atoms of unit stiffness with dipole coupling `b`. -/
def pair (b : ℝ) : Matrix (Fin 1 ⊕ Fin 1) (Fin 1 ⊕ Fin 1) ℝ := cluster 1 (b • 1) 1

/-- The pair of unit atoms is stable exactly when `b² < 1`. -/
theorem pair_stable_iff (b : ℝ) : Stable (pair b) ↔ b ^ 2 < 1 := by
  have form : ∀ x : Fin 1 ⊕ Fin 1 → ℝ, x ⬝ᵥ pair b *ᵥ x
      = (x (Sum.inl 0) + b * x (Sum.inr 0)) ^ 2 + (1 - b ^ 2) * x (Sum.inr 0) ^ 2 := by
    intro x
    simp [pair, cluster, dotProduct, Matrix.mulVec, Fintype.sum_sum_type]
    ring
  constructor
  · intro h
    have hne : (Sum.elim (fun _ => -b) (fun _ => 1) : Fin 1 ⊕ Fin 1 → ℝ) ≠ 0 := fun h0 =>
      one_ne_zero (congrFun h0 (Sum.inr 0))
    have hpos := h.2 _ hne
    rw [form] at hpos
    simp only [Sum.elim_inl, Sum.elim_inr] at hpos
    nlinarith
  · intro hb
    refine ⟨by simp [Matrix.IsSymm, pair, cluster, Matrix.fromBlocks_transpose], ?_⟩
    intro x hx
    rw [form]
    by_cases hy : x (Sum.inr 0) = 0
    · have hx0 : x (Sum.inl 0) ≠ 0 := by
        intro h0
        apply hx
        funext i
        rcases i with i | i
        · rw [Subsingleton.elim i 0]
          exact h0
        · rw [Subsingleton.elim i 0]
          exact hy
      rw [hy]
      have := pow_pos (abs_pos.2 hx0) 2
      rw [sq_abs] at this
      linarith
    · have h1 : 0 < x (Sum.inr 0) ^ 2 := by positivity
      have h2 : 0 < (1 - b ^ 2) * x (Sum.inr 0) ^ 2 := mul_pos (by linarith) h1
      nlinarith [sq_nonneg (x (Sum.inl 0) + b * x (Sum.inr 0))]

/-- For `b² > 1`, the response of the pair to a unit field on the first atom and none on the second
is less than the response of a single unit atom to a unit field. -/
theorem response_drops_of_unstable {b : ℝ} (hb : 1 < b ^ 2) :
    response (pair b) (Sum.elim 1 0) < response (1 : Matrix (Fin 1) (Fin 1) ℝ) 1 := by
  have hneg : 1 - b ^ 2 < 0 := by linarith
  have hprod : pair b * pair (-b) = (1 - b ^ 2) • 1 := by
    ext i j
    rcases i with i | i <;> rcases j with j | j <;>
      rw [Subsingleton.elim i 0, Subsingleton.elim j 0] <;>
      simp [pair, cluster, Matrix.mul_apply, Fintype.sum_sum_type] <;> ring
  have hinv : (pair b)⁻¹ = (1 - b ^ 2)⁻¹ • pair (-b) := by
    apply Matrix.inv_eq_right_inv
    rw [Matrix.mul_smul, hprod, smul_smul, inv_mul_cancel₀ hneg.ne, one_smul]
  have h1 : response (pair b) (Sum.elim 1 0) = (1 - b ^ 2)⁻¹ := by
    rw [response, hinv]
    simp [pair, cluster, dotProduct, Matrix.mulVec, Fintype.sum_sum_type]
  have h2 : response (1 : Matrix (Fin 1) (Fin 1) ℝ) 1 = 1 := by
    simp [response]
  rw [h1, h2]
  have := inv_lt_zero.2 hneg
  linarith

end

end PolarisableCluster
```

```lean
#print axioms PolarisableCluster.response_le_response_cluster
#print axioms PolarisableCluster.response_cluster_eq
#print axioms PolarisableCluster.pair_stable_iff
#print axioms PolarisableCluster.response_drops_of_unstable
```

```
'PolarisableCluster.response_le_response_cluster' depends on axioms: [propext, Classical.choice, Quot.sound]
'PolarisableCluster.response_cluster_eq' depends on axioms: [propext, Classical.choice, Quot.sound]
'PolarisableCluster.pair_stable_iff' depends on axioms: [propext, Classical.choice, Quot.sound]
'PolarisableCluster.response_drops_of_unstable' depends on axioms: [propext, Classical.choice, Quot.sound]
```

## How the Lean proof follows the derivation

**Equilibrium.** `reciprocity` is the symmetry $x\cdot My=y\cdot Mx$. `Stable.isUnit_det` proves invertibility by the null-vector argument, and `Stable.balance` turns it into $M(M^{-1}v)=v$.

**The maximum.** In `work_le_response`, the equation `key` is the completed square. The proof then asks whether $p-M^{-1}v$ is zero. If it is, the work equals the response and the dipoles balance the field. If not, stability makes the square strictly positive, so the work is strictly smaller, and $Mp=v$ is impossible because it would force $p=M^{-1}v$.

**The inequality.** `Stable.old_atoms` tests the large matrix on dipoles that vanish on the new atoms. In the main theorem, `generalize` replaces $A^{-1}e$ by a plain vector `a`, keeping only the facts $Aa=e$ and $R_A(e)=a\cdot e$. Then `hM` computes $M(a,0)$ and `hw` computes the trial work. Substituting both into `work_le_response` gives the inequality together with its equality case; comparing the components on the new atoms yields $f=B^{T}a$.

**The gain.** `response_cluster_eq` also assumes that the enlarged cluster is stable, and is proved separately from the inequality. The vector `x` holds the equilibrium dipoles, and composing it with `Sum.inl` or `Sum.inr` extracts $p$ or $q$. The step `hp` is the force balance on the old atoms, `h2` uses the symmetry of $A$, `h3` contracts the balance with `a`, and `h4` moves $B$ across the dot product. `linarith` combines them.

**The pair.** In `pair_stable_iff`, `form` is the completed square for the pair's quadratic form given above. One direction inserts the dipoles $(-b,1)$; the other separates the cases $y=0$ and $y\ne0$. In `response_drops_of_unstable`, the product `pair b * pair (-b)` is $(1-b^2)$ times the identity, which supplies the explicit inverse and hence the negative response.
